# The gradient of W(x(t), t) along a differentiable solution branch of G(x, t) = 0, from one adjoint vector

The state $x\in\mathbb R^n$ holds the parameters of a model, and $t\in\mathbb R^p$ holds the perturbations, such as nuclear displacements or field components. The state equations are $G(x,t)=0$, with as many equations as state parameters, and $W(x,t)$ is a real property. Indices $i$ and $j$ run over the equations and the state, $k$ over the perturbations.

In Lean, `n` and `p` are finite index types, so that `n → ℝ` is the space of states and `p → ℝ` the space of perturbations. `G` and `W` take a pair $(x,t)$.

```lean
import Mathlib

open Matrix Topology

namespace AdjointImplicitGradient

noncomputable section

variable {n p : Type*} [Fintype n] [DecidableEq n] [Fintype p] [DecidableEq p]
```

## Jacobians, partial gradients and the response matrix

The state Jacobian $G_x$ has entries $(G_x)_{ij}=\partial G_i/\partial x_j$. Lean applies the Fréchet derivative `fderiv` of $G$ to the direction `(Pi.single j 1, 0)`, which is the unit vector $e_j$ in the state with the perturbations held fixed, and takes component $i$.

```lean
/-- The Jacobian `G_x` of the state equations with respect to the state. -/
def stateJac (G : (n → ℝ) × (p → ℝ) → (n → ℝ)) (x : n → ℝ) (t : p → ℝ) : Matrix n n ℝ :=
  Matrix.of fun i j => fderiv ℝ G (x, t) (Pi.single j 1, 0) i
```

The parameter Jacobian $(G_t)_{ik}=\partial G_i/\partial t_k$ uses a unit vector in the perturbations, at fixed state.

```lean
/-- The Jacobian `G_t` of the state equations with respect to the perturbations. -/
def paramJac (G : (n → ℝ) × (p → ℝ) → (n → ℝ)) (x : n → ℝ) (t : p → ℝ) : Matrix n p ℝ :=
  Matrix.of fun i k => fderiv ℝ G (x, t) (0, Pi.single k 1) i
```

The property has a partial gradient in the state, $(W_x)_j=\partial W/\partial x_j$,

```lean
/-- The partial gradient of the property `W` with respect to the state. -/
def stateGrad (W : (n → ℝ) × (p → ℝ) → ℝ) (x : n → ℝ) (t : p → ℝ) : n → ℝ :=
  fun j => fderiv ℝ W (x, t) (Pi.single j 1, 0)
```

and an explicit gradient in the perturbations, $(W_t)_k=\partial W/\partial t_k$.

```lean
/-- The partial gradient of the property `W` with respect to the perturbations, at fixed state. -/
def paramGrad (W : (n → ℝ) × (p → ℝ) → ℝ) (x : n → ℝ) (t : p → ℝ) : p → ℝ :=
  fun k => fderiv ℝ W (x, t) (0, Pi.single k 1)
```

Let $x(t)$ be a branch of states. Its response matrix is $X_{jk}=\partial x_j/\partial t_k$, with one column for each perturbation.

```lean
/-- The response matrix: column `k` is the derivative of the state along perturbation `k`. -/
def response (x : (p → ℝ) → (n → ℝ)) (t : p → ℝ) : Matrix n p ℝ :=
  Matrix.of fun i k => fderiv ℝ x t (Pi.single k 1) i
```

A function $f$ of the perturbations has gradient $g$ at $t$ if it is differentiable there with derivative $s\mapsto\sum_k g_k s_k$. `HasGradAt` states both parts, so every gradient theorem below also says that the total derivative exists.

```lean
/-- The function `f` is differentiable at `t` with gradient vector `g`. -/
def HasGradAt (f : (p → ℝ) → ℝ) (g : p → ℝ) (t : p → ℝ) : Prop :=
  HasFDerivAt f (∑ k, g k • ContinuousLinearMap.proj (R := ℝ) (φ := fun _ : p => ℝ) k) t
```

## The total derivative along the branch

A linear map $L$ is fixed by its values on unit vectors: since $v=\sum_j v_je_j$, we have $L(v)=\sum_j v_jL(e_j)$. The proof writes $v$ in this way and uses linearity.

```lean
/-- A linear map is determined by its values on the coordinate directions. -/
theorem linear_expand {F : Type*} [NormedAddCommGroup F] [NormedSpace ℝ F]
    (L : (n → ℝ) →L[ℝ] F) (v : n → ℝ) : L v = ∑ j, v j • L (Pi.single j 1) := by
  have h : v = ∑ j, v j • (Pi.single j 1 : n → ℝ) := by
    ext i
    simp [Finset.sum_apply, Pi.single_apply]
  calc L v = L (∑ j, v j • (Pi.single j 1 : n → ℝ)) := congrArg L h
    _ = _ := by simp only [map_sum, map_smul]
```

For a linear map $D$ on pairs, $(v,s)=(v,0)+(0,s)$ then gives

$$D(v,s)=\sum_j v_j\,D(e_j,0)+D(0,s).$$

The first term is the change through the state, the second the explicit change.

```lean
omit [Fintype p] [DecidableEq p] in
/-- A continuous linear map on pairs, applied to `(v, s)`, is the sum of its values on the state
directions weighted by `v`, plus its value on `(0, s)`. -/
theorem split_direction {F : Type*} [NormedAddCommGroup F] [NormedSpace ℝ F]
    (D : (n → ℝ) × (p → ℝ) →L[ℝ] F) (v : n → ℝ) (s : p → ℝ) :
    D (v, s) = ∑ j, v j • D (Pi.single j 1, 0) + D (0, s) := by
  have h : D (v, 0) = ∑ j, v j • D (Pi.single j 1, 0) :=
    linear_expand (D.comp (ContinuousLinearMap.inl ℝ (n → ℝ) (p → ℝ))) v
  rw [← h, ← map_add, Prod.mk_add_mk, add_zero, zero_add]
```

Now let $f$ be differentiable at $(x(t_0),t_0)$ and $x$ at $t_0$. The map $t\mapsto(x(t),t)$ has derivative $s\mapsto(x'(t_0)s,\,s)$, so by the chain rule $f(x(t),t)$ has derivative $s\mapsto f'(x'(t_0)s,\,s)$, where $f'$ is the derivative of $f$ at $(x(t_0),t_0)$. The values of $f$ may be vectors, so the lemma serves both $G$ and $W$.

```lean
omit [DecidableEq n] [DecidableEq p] in
/-- The chain rule for `t ↦ f (x t, t)`, where `x` is any map differentiable at `t₀` and `f` is
differentiable at `(x t₀, t₀)`. -/
theorem chain_rule {F : Type*} [NormedAddCommGroup F] [NormedSpace ℝ F]
    {f : (n → ℝ) × (p → ℝ) → F} {x : (p → ℝ) → (n → ℝ)} {t₀ : p → ℝ}
    (hf : DifferentiableAt ℝ f (x t₀, t₀)) (hx : DifferentiableAt ℝ x t₀) :
    HasFDerivAt (fun t => f (x t, t)) ((fderiv ℝ f (x t₀, t₀)).comp
      ((fderiv ℝ x t₀).prod (ContinuousLinearMap.id ℝ (p → ℝ)))) t₀ :=
  HasFDerivAt.comp (f := fun t => (x t, t)) t₀ hf.hasFDerivAt
    (hx.hasFDerivAt.prodMk (hasFDerivAt_id t₀))
```

## The response equation

Suppose that $G(x(t),t)=0$ for all $t$ near $t_0$. The left side is constant there, and its derivative vanishes. Along perturbation $k$, component $i$ reads

$$\sum_j (G_x)_{ij}X_{jk}+(G_t)_{ik}=0,\qquad\text{that is}\qquad G_xX=-G_t.$$

The hypothesis `hsol` expresses "near $t_0$" by `∀ᶠ t in 𝓝 t₀`. The existence of the differentiable branch is assumed; it is not derived from the implicit function theorem. In the proof, `h0` is the zero derivative of the constraint and `h` equates it with the chain-rule derivative, because derivatives are unique. Evaluation on the unit vector $e_k$ and `split_direction` then give the displayed sum.

```lean
variable {G : (n → ℝ) × (p → ℝ) → (n → ℝ)} {W : (n → ℝ) × (p → ℝ) → ℝ}
  {x : (p → ℝ) → (n → ℝ)} {t₀ : p → ℝ}

/-- The response equation `G_x X = -G_t` for the derivatives of the state. -/
theorem response_equation (hG : DifferentiableAt ℝ G (x t₀, t₀))
    (hx : DifferentiableAt ℝ x t₀) (hsol : ∀ᶠ t in 𝓝 t₀, G (x t, t) = 0) :
    stateJac G (x t₀) t₀ * response x t₀ = -paramJac G (x t₀) t₀ := by
  -- the constraint is constant along the branch, so its total derivative vanishes
  have h0 : HasFDerivAt (fun t => G (x t, t)) (0 : (p → ℝ) →L[ℝ] (n → ℝ)) t₀ :=
    (hasFDerivAt_const (0 : n → ℝ) t₀).congr_of_eventuallyEq hsol
  have h := (chain_rule hG hx).unique h0
  ext i k
  have hk : fderiv ℝ G (x t₀, t₀) (fderiv ℝ x t₀ (Pi.single k 1), Pi.single k 1) = 0 :=
    DFunLike.congr_fun h (Pi.single k 1)
  rw [split_direction] at hk
  have hi := congrFun hk i
  simp only [Pi.add_apply, Finset.sum_apply, Pi.smul_apply, smul_eq_mul, Pi.zero_apply] at hi
  simp only [Matrix.mul_apply, Matrix.neg_apply, stateJac, response, paramJac, Matrix.of_apply]
  rw [eq_neg_iff_add_eq_zero]
  refine Eq.trans ?_ hi
  congr 1
  exact Finset.sum_congr rfl fun j _ => mul_comm _ _
```

## The direct gradient and the stationary case

The same chain rule for $W$ gives

$$\frac{d}{dt_k}W(x(t),t)=(W_t)_k+\sum_j X_{jk}(W_x)_j,$$

or $W_t+X^{\mathsf T}W_x$ as a vector, evaluated at $t_0$. The constraint plays no part yet. To obtain $X$ from the response equation, one solves a linear system with a right-hand side for each perturbation.

The proof expands the derivative over the unit vectors $e_k$ with `linear_expand`, splits each term with `split_direction`, and compares coefficients.

```lean
/-- The direct gradient `W_t + Xᵀ W_x`, which uses the response of the state to
every perturbation. -/
theorem direct_gradient (hW : DifferentiableAt ℝ W (x t₀, t₀)) (hx : DifferentiableAt ℝ x t₀) :
    HasGradAt (fun t => W (x t, t))
      (paramGrad W (x t₀) t₀ + (response x t₀)ᵀ *ᵥ stateGrad W (x t₀) t₀) t₀ := by
  refine (chain_rule hW hx).congr_fderiv (ContinuousLinearMap.ext fun s => ?_)
  refine (linear_expand _ s).trans ?_
  simp only [_root_.sum_apply, _root_.smul_apply,
    ContinuousLinearMap.proj_apply, smul_eq_mul]
  refine Finset.sum_congr rfl fun k _ => ?_
  change s k * fderiv ℝ W (x t₀, t₀) (fderiv ℝ x t₀ (Pi.single k 1), Pi.single k 1) = _ * s k
  rw [split_direction]
  simp only [Pi.add_apply, Matrix.mulVec, dotProduct, Matrix.transpose_apply, response,
    stateGrad, paramGrad, Matrix.of_apply, smul_eq_mul]
  ring
```

If $W_x=0$ at $t_0$, the response term vanishes and only $W_t$ remains. This is the situation of a variational energy that is stationary under independent variation of all its parameters. Any dependence of the basis functions on $t$ is then part of the explicit term. Orbital coefficients tied by orthonormality conditions are not independent in this sense: the energy is stationary only under variations that respect the conditions, and $W_x$ need not vanish.

```lean
/-- If `W` is stationary in the state at `t₀`, its total gradient is the explicit one. -/
theorem stationary_gradient (hW : DifferentiableAt ℝ W (x t₀, t₀))
    (hx : DifferentiableAt ℝ x t₀) (hstat : stateGrad W (x t₀) t₀ = 0) :
    HasGradAt (fun t => W (x t, t)) (paramGrad W (x t₀) t₀) t₀ := by
  have h := direct_gradient hW hx
  rwa [hstat, Matrix.mulVec_zero, add_zero] at h
```

## The adjoint expression with its error

Take any trial vector $z\in\mathbb R^n$ and define the residual $r=W_x-G_x^{\mathsf T}z$. Substituting $W_x=r+G_x^{\mathsf T}z$ in the direct gradient gives

$$W_t+X^{\mathsf T}W_x=W_t+X^{\mathsf T}r+(G_xX)^{\mathsf T}z=W_t-G_t^{\mathsf T}z+X^{\mathsf T}r,$$

where the last step is the response equation. The adjoint expression $W_t-G_t^{\mathsf T}z$ therefore differs from the exact gradient by $X^{\mathsf T}r$. For an iterative adjoint solve stopped early, this is the error in the gradient, provided that the state equations themselves are satisfied along the branch.

Lean makes the same substitution in the claimed gradient: the rewrites turn $X^{\mathsf T}G_x^{\mathsf T}z$ into $-G_t^{\mathsf T}z$, and `abel` cancels the two terms in $z$.

```lean
/-- For any trial vector `z`, the exact gradient is the adjoint expression plus the response
matrix transposed, applied to the residual of the adjoint equation. -/
theorem gradient_with_residual (hG : DifferentiableAt ℝ G (x t₀, t₀))
    (hW : DifferentiableAt ℝ W (x t₀, t₀)) (hx : DifferentiableAt ℝ x t₀)
    (hsol : ∀ᶠ t in 𝓝 t₀, G (x t, t) = 0) (z : n → ℝ) :
    HasGradAt (fun t => W (x t, t))
      (paramGrad W (x t₀) t₀ - (paramJac G (x t₀) t₀)ᵀ *ᵥ z +
        (response x t₀)ᵀ *ᵥ (stateGrad W (x t₀) t₀ - (stateJac G (x t₀) t₀)ᵀ *ᵥ z)) t₀ := by
  have h := direct_gradient hW hx
  -- the response equation trades `Xᵀ G_xᵀ z` for `-G_tᵀ z`
  rw [Matrix.mulVec_sub, Matrix.mulVec_mulVec, ← Matrix.transpose_mul,
    response_equation hG hx hsol, Matrix.transpose_neg, Matrix.neg_mulVec]
  convert h using 1
  abel
```

When $z$ solves the adjoint equation $G_x^{\mathsf T}z=W_x$, the residual is zero, and

$$\frac{d}{dt_k}W(x(t),t)\Big|_{t_0}=\frac{\partial W}{\partial t_k}-\sum_i z_i\frac{\partial G_i}{\partial t_k}.$$

The adjoint equation contains no index $k$. One vector $z$ serves all perturbations, and each further perturbation needs only its explicit derivatives $\partial W/\partial t_k$ and $\partial G_i/\partial t_k$. A different property $W$ has in general a different $z$.

In electronic structure, $x$ can be a finite set of real coupled-cluster amplitudes, $G$ the amplitude equations and $W$ the energy; $-z$ is then the vector of Lagrange multipliers in $W+\lambda^{\mathsf T}G$. If the orbitals relax with $t$, their parameters and equations belong in $x$ and $G$ as well.

The theorem asks only that $z$ be a solution. It does not require $G_x$ to be invertible. The proof inserts `hz` in the preceding formula, so that the residual term disappears.

```lean
/-- Adjoint gradient: if `G_xᵀ z = W_x` at `t₀`, then `W(x(t), t)` has gradient `W_t - G_tᵀ z`
there, with the same `z` for all perturbations. -/
theorem adjoint_gradient (hG : DifferentiableAt ℝ G (x t₀, t₀))
    (hW : DifferentiableAt ℝ W (x t₀, t₀)) (hx : DifferentiableAt ℝ x t₀)
    (hsol : ∀ᶠ t in 𝓝 t₀, G (x t, t) = 0) {z : n → ℝ}
    (hz : (stateJac G (x t₀) t₀)ᵀ *ᵥ z = stateGrad W (x t₀) t₀) :
    HasGradAt (fun t => W (x t, t))
      (paramGrad W (x t₀) t₀ - (paramJac G (x t₀) t₀)ᵀ *ᵥ z) t₀ := by
  have h := gradient_with_residual hG hW hx hsol z
  rwa [hz, sub_self, Matrix.mulVec_zero, add_zero] at h
```

## When a correct gradient identifies the adjoint vector

A gradient is unique: if $g$ and $g'$ both represent the derivative of $f$ at $t$, evaluation on $e_k$ gives $g_k=g'_k$.

```lean
omit [DecidableEq n] [Fintype n] in
/-- A function has at most one gradient vector at a point. -/
theorem HasGradAt.unique {f : (p → ℝ) → ℝ} {g g' t : p → ℝ}
    (h : HasGradAt f g t) (h' : HasGradAt f g' t) : g = g' := by
  ext k
  have hk := DFunLike.congr_fun (HasFDerivAt.unique h h') (Pi.single k 1)
  simpa [_root_.sum_apply, Pi.single_apply] using hk
```

Suppose now that some $z$ gives the correct gradient through $W_t-G_t^{\mathsf T}z$. Comparison with the residual formula leaves $X^{\mathsf T}r=0$. If $X^{\mathsf T}$ is injective, then $r=0$ and $z$ solves the adjoint equation.

Injectivity means that the columns of $X$ span the state space: the perturbations together move the state in every direction, which takes at least $n$ of them. With fewer perturbations, a correct gradient does not by itself prove that the adjoint equation has been solved, since a nonzero residual orthogonal to every column of $X$ leaves the gradient unchanged.

In the proof, `hr` is $X^{\mathsf T}r=0$, and `hinj` compares it with $X^{\mathsf T}0=0$.

```lean
/-- Converse: if the transposed response matrix is injective, a vector `z` that gives the
correct gradient solves the adjoint equation. -/
theorem adjoint_equation_of_gradient (hG : DifferentiableAt ℝ G (x t₀, t₀))
    (hW : DifferentiableAt ℝ W (x t₀, t₀)) (hx : DifferentiableAt ℝ x t₀)
    (hsol : ∀ᶠ t in 𝓝 t₀, G (x t, t) = 0)
    (hinj : Function.Injective fun v : n → ℝ => (response x t₀)ᵀ *ᵥ v) {z : n → ℝ}
    (hgrad : HasGradAt (fun t => W (x t, t))
      (paramGrad W (x t₀) t₀ - (paramJac G (x t₀) t₀)ᵀ *ᵥ z) t₀) :
    (stateJac G (x t₀) t₀)ᵀ *ᵥ z = stateGrad W (x t₀) t₀ := by
  have h := (gradient_with_residual hG hW hx hsol z).unique hgrad
  have hr := add_eq_left.mp h
  -- the residual is invisible to all perturbations, hence zero
  have h0 := hinj (hr.trans (Matrix.mulVec_zero _).symm)
  exact (sub_eq_zero.mp h0).symm
```

## Existence and uniqueness of the adjoint vector

If $\det G_x\neq0$, the transpose is invertible too, and the adjoint equation has exactly one solution,

$$z=(G_x^{\mathsf T})^{-1}W_x.$$

Over the real numbers, `IsUnit` of the determinant says that it is nonzero. Physically, the condition says that the linearised state equations determine the response uniquely; for continuously differentiable $G$ it fails, for example, where two solution branches cross. The first part of the proof checks that this $z$ solves the equation, and the second multiplies an arbitrary solution $y$ by the inverse to recover the same vector.

```lean
omit [Fintype p] [DecidableEq p] in
/-- If the state Jacobian is invertible, the adjoint equation has exactly one solution. -/
theorem adjoint_existsUnique (hdet : IsUnit (stateJac G (x t₀) t₀).det) :
    ∃! z : n → ℝ, (stateJac G (x t₀) t₀)ᵀ *ᵥ z = stateGrad W (x t₀) t₀ := by
  have hd : IsUnit (stateJac G (x t₀) t₀)ᵀ.det := by rwa [Matrix.det_transpose]
  refine ⟨((stateJac G (x t₀) t₀)ᵀ)⁻¹ *ᵥ stateGrad W (x t₀) t₀, ?_, fun y hy => ?_⟩
  · change (stateJac G (x t₀) t₀)ᵀ *ᵥ _ = _
    rw [Matrix.mulVec_mulVec, Matrix.mul_nonsing_inv _ hd, Matrix.one_mulVec]
  · have hy' : (stateJac G (x t₀) t₀)ᵀ *ᵥ y = stateGrad W (x t₀) t₀ := hy
    rw [← hy', Matrix.mulVec_mulVec, Matrix.nonsing_inv_mul _ hd, Matrix.one_mulVec]

end

end AdjointImplicitGradient
```

```lean
#print axioms AdjointImplicitGradient.stationary_gradient
-- 'AdjointImplicitGradient.stationary_gradient' depends on axioms: [propext, Classical.choice, Quot.sound]
#print axioms AdjointImplicitGradient.adjoint_gradient
-- 'AdjointImplicitGradient.adjoint_gradient' depends on axioms: [propext, Classical.choice, Quot.sound]
#print axioms AdjointImplicitGradient.adjoint_equation_of_gradient
-- 'AdjointImplicitGradient.adjoint_equation_of_gradient' depends on axioms: [propext, Classical.choice, Quot.sound]
#print axioms AdjointImplicitGradient.adjoint_existsUnique
-- 'AdjointImplicitGradient.adjoint_existsUnique' depends on axioms: [propext, Classical.choice, Quot.sound]
```
